# With nonzero coupling, the level splitting of a two-state d0 edge model exceeds 10Dq and is not affine in it

Q: At the L3 edge of a d0 ion in an octahedral site, a 2p electron enters the empty 3d shell. Two main peaks appear, labelled t2g and eg, and their separation is often read as 10Dq. But the core hole interacts with the 3d electron and mixes these final states. What can a 2×2 matrix say about that?

A: It shows what mixing does to the separation. Put two final states at energies 0 and X, with X = 10Dq, and let a real matrix element v couple them. It stands for the off-diagonal part of the core-valence Coulomb interaction; a diagonal shift is considered at the end.

```lean
import Mathlib

open Matrix

namespace LigandFieldEdge

noncomputable section

/-- The two-state edge Hamiltonian: final states at energies `0` and `X` (the crystal-field
parameter 10Dq), coupled by the real matrix element `v`. -/
def edgeHamiltonian (v X : ℝ) : Matrix (Fin 2) (Fin 2) ℝ := !![0, v; v, X]
```

Q: Where is the quantum mechanics? I see only a table of numbers.

A: In the definition of a level: E counts when H c = E c has a nonzero solution c, the pair of amplitudes c₀, c₁. Lean writes the matrix-vector product as `*ᵥ`.

```lean
/-- `E` is a level of the model: the stationary equation `H c = E c` has a nonzero solution. -/
def IsLevel (v X E : ℝ) : Prop :=
  ∃ c : Fin 2 → ℝ, c ≠ 0 ∧ edgeHamiltonian v X *ᵥ c = E • c
```

Q: Then the next definitions worry me. They simply write down the answer.

```lean
/-- The closed formula for the lower level. -/
def lowerLevel (v X : ℝ) : ℝ := (X - √(X ^ 2 + 4 * v ^ 2)) / 2

/-- The closed formula for the upper level. -/
def upperLevel (v X : ℝ) : ℝ := (X + √(X ^ 2 + 4 * v ^ 2)) / 2

/-- The peak splitting: upper level minus lower level. -/
def splitting (v X : ℝ) : ℝ := upperLevel v X - lowerLevel v X
```

A: They are only candidates until they are shown to be the levels. By hand, the two rows read

v c₁ = E c₀
v c₀ = (E − X) c₁

Multiply the first by E − X and use the second, then multiply the second by E and use the first:

E(E − X) c₀ = v² c₀
E(E − X) c₁ = v² c₁

Some amplitude is nonzero, so E(E − X) = v². Conversely, if this holds, c = (v, E) satisfies both rows; normalised, it is (v, E)/√(v² + E²). If v = E = 0, take (1, 0) instead.

The Lean proof runs the first direction by contradiction: off the secular equation, both amplitudes vanish. The `linear_combination` calls that prove `p0` and `p1` are the multiplications above.

```lean
/-- An energy is a level exactly when it solves the secular equation `E (E - X) = v²`. -/
theorem isLevel_iff_secular (v X E : ℝ) : IsLevel v X E ↔ E * (E - X) = v ^ 2 := by
  constructor
  · rintro ⟨c, hc, h⟩
    have h0 : v * c 1 = E * c 0 := by
      simpa [edgeHamiltonian, Matrix.mulVec, dotProduct, Fin.sum_univ_two] using congrFun h 0
    have h1 : v * c 0 + X * c 1 = E * c 1 := by
      simpa [edgeHamiltonian, Matrix.mulVec, dotProduct, Fin.sum_univ_two] using congrFun h 1
    by_contra hne
    have hs : E * (E - X) - v ^ 2 ≠ 0 := sub_ne_zero.mpr hne
    -- off the secular equation both amplitudes vanish
    have p0 : (E * (E - X) - v ^ 2) * c 0 = 0 := by
      linear_combination (-(E - X)) * h0 - v * h1
    have p1 : (E * (E - X) - v ^ 2) * c 1 = 0 := by
      linear_combination (-E) * h1 - v * h0
    have z0 : c 0 = 0 := (mul_eq_zero.mp p0).resolve_left hs
    have z1 : c 1 = 0 := (mul_eq_zero.mp p1).resolve_left hs
    exact hc (funext (Fin.forall_fin_two.mpr ⟨z0, z1⟩))
  · intro h
    by_cases hz : v = 0 ∧ E = 0
    · obtain ⟨rfl, rfl⟩ := hz
      refine ⟨![1, 0], fun hc => ?_, ?_⟩
      · simpa using congrFun hc 0
      · ext i
        fin_cases i <;>
          simp [edgeHamiltonian, Matrix.mulVec, dotProduct, Fin.sum_univ_two]
    · -- otherwise the amplitudes `(v, E)` solve the stationary equation
      refine ⟨![v, E], fun hc => hz ⟨by simpa using congrFun hc 0,
        by simpa using congrFun hc 1⟩, ?_⟩
      ext i
      fin_cases i
      · simp [edgeHamiltonian, Matrix.mulVec, dotProduct, Fin.sum_univ_two, mul_comm]
      · simp [edgeHamiltonian, Matrix.mulVec, dotProduct, Fin.sum_univ_two]
        linear_combination (-1) * h
```

Q: And the square roots?

A: Solve E² − XE − v² = 0. With S = √(X² + 4v²), the roots are (X − S)/2 and (X + S)/2, and their difference is S. Lean factors the quadratic, using S² = X² + 4v², and then subtracts.

```lean
/-- The levels of the edge Hamiltonian are exactly `lowerLevel` and `upperLevel`. -/
theorem isLevel_iff (v X E : ℝ) :
    IsLevel v X E ↔ E = lowerLevel v X ∨ E = upperLevel v X := by
  have hs : √(X ^ 2 + 4 * v ^ 2) ^ 2 = X ^ 2 + 4 * v ^ 2 := Real.sq_sqrt (by positivity)
  rw [isLevel_iff_secular]
  constructor
  · intro h
    have hprod : (E - lowerLevel v X) * (E - upperLevel v X) = 0 := by
      unfold lowerLevel upperLevel
      linear_combination h - hs / 4
    rcases mul_eq_zero.mp hprod with h1 | h1
    · exact Or.inl (sub_eq_zero.mp h1)
    · exact Or.inr (sub_eq_zero.mp h1)
  · rintro (rfl | rfl)
    · unfold lowerLevel
      linear_combination hs / 4
    · unfold upperLevel
      linear_combination hs / 4

/-- The peak splitting is `√(X² + 4v²)`. -/
theorem splitting_eq (v X : ℝ) : splitting v X = √(X ^ 2 + 4 * v ^ 2) := by
  unfold splitting upperLevel lowerLevel
  ring
```

Q: Could S still be a straight line in X with a shifted intercept? Then a calibration would repair the usual reading.

A: No. Take X ≠ Y with splittings a and b, and v ≠ 0. Then

a²b² = (XY + 4v²)² + 4v²(X − Y)²

so ab > XY + 4v², and therefore

((a + b)/2)² = (a² + b² + 2ab)/4 > ((X + Y)/2)² + 4v²

The right side is the squared splitting at the midpoint, which thus lies below the average of a and b. An affine function would give equality. Lean names the two roots `a` and `b` and compares squares in the same way.

```lean
/-- For nonzero coupling and two different crystal fields, the splitting at the mean field is
strictly smaller than the mean of the two splittings. -/
theorem splitting_midpoint_lt {v X Y : ℝ} (hv : v ≠ 0) (hXY : X ≠ Y) :
    splitting v ((X + Y) / 2) < (splitting v X + splitting v Y) / 2 := by
  simp only [splitting_eq]
  have ha : 0 < √(X ^ 2 + 4 * v ^ 2) := Real.sqrt_pos.mpr (by positivity)
  have hb : 0 < √(Y ^ 2 + 4 * v ^ 2) := Real.sqrt_pos.mpr (by positivity)
  have ha2 : √(X ^ 2 + 4 * v ^ 2) ^ 2 = X ^ 2 + 4 * v ^ 2 := Real.sq_sqrt (by positivity)
  have hb2 : √(Y ^ 2 + 4 * v ^ 2) ^ 2 = Y ^ 2 + 4 * v ^ 2 := Real.sq_sqrt (by positivity)
  generalize √(X ^ 2 + 4 * v ^ 2) = a at *
  generalize √(Y ^ 2 + 4 * v ^ 2) = b at *
  have hd : X - Y ≠ 0 := sub_ne_zero.mpr hXY
  have hpos : 0 < 4 * v ^ 2 * (X - Y) ^ 2 := by positivity
  -- strict Cauchy-Schwarz for the vectors `(X, 2v)` and `(Y, 2v)`
  have hsq : (X * Y + 4 * v ^ 2) ^ 2 < (a * b) ^ 2 := by
    rw [mul_pow, ha2, hb2]
    linarith [show (X ^ 2 + 4 * v ^ 2) * (Y ^ 2 + 4 * v ^ 2)
      = (X * Y + 4 * v ^ 2) ^ 2 + 4 * v ^ 2 * (X - Y) ^ 2 by ring]
  have hab : X * Y + 4 * v ^ 2 < a * b := lt_of_pow_lt_pow_left₀ 2 (by positivity) hsq
  rw [Real.sqrt_lt' (by positivity)]
  linarith [show ((a + b) / 2) ^ 2 = (a ^ 2 + b ^ 2 + 2 * (a * b)) / 4 by ring,
    show ((X + Y) / 2) ^ 2 = (X ^ 2 + Y ^ 2 + 2 * (X * Y)) / 4 by ring]

/-- For nonzero coupling, the splitting is not an affine function of the crystal field on any closed
interval `[p, q]` with `p < q`. -/
theorem splitting_not_affine_on {v p q : ℝ} (hv : v ≠ 0) (hpq : p < q) :
    ¬ ∃ a b : ℝ, ∀ X ∈ Set.Icc p q, splitting v X = a * X + b := by
  rintro ⟨a, b, h⟩
  have hm := splitting_midpoint_lt hv hpq.ne
  rw [h p ⟨le_refl p, hpq.le⟩, h q ⟨hpq.le, le_refl q⟩,
    h ((p + q) / 2) ⟨by linarith, by linarith⟩] at hm
  linarith
```

Q: So what exactly does the main theorem assert?

A: For every nonzero real v, it says that the levels are the two formulas, that they differ by √(X² + 4v²), that the splitting is 2|v| at X = 0, that it exceeds |X| for every real X, and that no real constants a and b make it equal to `a * X + b` for all X ≥ 0. The bound follows from S² − X² = 4v² > 0. At v = 0 the splitting is |X|, and the last two claims fail.

```lean
/-- For nonzero coupling `v`, the two levels of the edge Hamiltonian are separated by
`√(X² + 4v²)`. This splitting is `2|v|` at `X = 0`, always exceeds `|X|`, and is not an affine
function of `X` on the nonnegative reals. -/
theorem edge_splitting {v : ℝ} (hv : v ≠ 0) :
    (∀ X E, IsLevel v X E ↔ E = lowerLevel v X ∨ E = upperLevel v X) ∧
    (∀ X, upperLevel v X - lowerLevel v X = √(X ^ 2 + 4 * v ^ 2)) ∧
    splitting v 0 = 2 * |v| ∧
    (∀ X, |X| < splitting v X) ∧
    ¬ ∃ a b : ℝ, ∀ X, 0 ≤ X → splitting v X = a * X + b := by
  refine ⟨isLevel_iff v, splitting_eq v, ?_, fun X => ?_, ?_⟩
  · rw [splitting_eq, show (0 : ℝ) ^ 2 + 4 * v ^ 2 = (2 * v) ^ 2 by ring,
      Real.sqrt_sq_eq_abs, abs_mul, abs_two]
  · rw [splitting_eq]
    apply Real.lt_sqrt_of_sq_lt
    have hv2 : 0 < v ^ 2 := by positivity
    rw [sq_abs]
    linarith
  · rintro ⟨a, b, h⟩
    exact splitting_not_affine_on hv zero_lt_one ⟨a, b, fun X hX => h X hX.1⟩
```

Q: How far off is the usual reading?

A: For v ≠ 0 and X > 0, by less than 2v²/X, because (X + 2v²/X)² exceeds X² + 4v². If v is known and X ≥ 0, squaring S, subtracting 4v² and taking the square root recovers X.

```lean
/-- For nonzero coupling and positive crystal field `X`, the splitting minus `X` is less than
`2v²/X`. -/
theorem splitting_sub_lt {v X : ℝ} (hv : v ≠ 0) (hX : 0 < X) :
    splitting v X - X < 2 * v ^ 2 / X := by
  have hd : 0 < 2 * v ^ 2 / X := by positivity
  have he : 2 * v ^ 2 / X * X = 2 * v ^ 2 := div_mul_cancel₀ _ hX.ne'
  have h : √(X ^ 2 + 4 * v ^ 2) < X + 2 * v ^ 2 / X := by
    rw [Real.sqrt_lt' (by positivity)]
    nlinarith [pow_pos hd 2]
  rw [splitting_eq]
  linarith

/-- A nonnegative crystal field is recovered from the splitting and the coupling as
`X = √(splitting² - 4v²)`. -/
theorem crystalField_eq {v X : ℝ} (hX : 0 ≤ X) :
    X = √(splitting v X ^ 2 - 4 * v ^ 2) := by
  rw [splitting_eq, Real.sq_sqrt (by positivity), add_sub_cancel_right, Real.sqrt_sq hX]

end

end LigandFieldEdge
```

```lean
#print axioms LigandFieldEdge.edge_splitting
#print axioms LigandFieldEdge.splitting_sub_lt
#print axioms LigandFieldEdge.crystalField_eq
```

```
'LigandFieldEdge.edge_splitting' depends on axioms: [propext, Classical.choice, Quot.sound]
'LigandFieldEdge.splitting_sub_lt' depends on axioms: [propext, Classical.choice, Quot.sound]
'LigandFieldEdge.crystalField_eq' depends on axioms: [propext, Classical.choice, Quot.sound]
```

Q: Give me numbers.

A: Take X = 1.5 eV and v = 1 eV. Then S = √(2.25 + 4) = 2.5 eV, with levels at −0.5 and 2 eV. Reading S as 10Dq overestimates it by 1 eV, within the bound of 1.33 eV. The inversion gives √(6.25 − 4) = 1.5 eV.

Q: My remaining doubt is the real edge.

A: That step is an assumption: two states stand in for the full multiplet, with an uncoupled separation of exactly 10Dq and a v that does not change with X. Also, `splitting` is a difference of levels; no intensities are computed. Within this two-state model, the separation alone does not fix 10Dq: a separation of 2.5 eV fits X = 1.5 eV with v = 1 eV, but also X = 2.5 eV with v = 0.

Q: And if the Coulomb interaction also shifts the second diagonal entry by δ relative to the first?

A: Replacing X by X + δ in the hand derivation gives √((X + δ)² + 4v²). For v ≠ 0 and a δ that does not change with X, this is still not affine in X. It now exceeds |X + δ|, and for negative δ it can fall below X.
